# Quadratic convergence of $H_{k+1}=(H_k+H_k^{-1})/2$ to the sign of an invertible Hermitian matrix

The one-electron Dirac Hamiltonian of an atom or molecule, in a suitable finite orthonormal basis, has electronic eigenvalues above a gap and negative-energy eigenvalues below it. Exact two-component (X2C) decoupling needs the subspace of the electronic states, but not the individual states. With the zero of energy in the gap, the projector onto that subspace is $(1+\operatorname{sign}H)/2$, where $\operatorname{sign}H$ keeps the eigenvectors of $H$ and replaces each eigenvalue by its sign. The sign can be computed without diagonalization, by repeatedly averaging a matrix with its inverse. How many steps does this take?

Let the eigenvalues have modulus between $m>0$ and $M$. Dividing $H$ by $\sqrt{mM}$ leaves the sign unchanged and puts the moduli in $[1/b,b]$ with $b=\sqrt{M/m}\ge1$. The lower limit stands for the gap around zero, the upper one for the largest energy that the basis produces. From here on $H$ is this dimensionless matrix, indexed by a finite type `n`, and $\|\cdot\|$ is the spectral norm, selected by `Matrix.Norms.L2Operator`.

```lean
import Mathlib

open Matrix
open scoped Matrix.Norms.L2Operator

namespace X2CSignIteration

noncomputable section

variable {n : Type*} [Fintype n] [DecidableEq n] {H : Matrix n n ℂ}
```

## The iteration on one eigenvalue and on the matrix

The error is measured through the Cayley ratio $r(a)=(a-1)/(a+1)$, which vanishes at the target value $a=1$.

```lean
/-- The Cayley ratio `(a - 1) / (a + 1)`, for `a ≠ -1`. -/
def ratio (a : ℝ) : ℝ := (a - 1) / (a + 1)
```

A single eigenvalue $x\neq0$ follows $y_0=x$, $y_{k+1}=(y_k+1/y_k)/2$.

```lean
/-- The iteration `y ↦ (y + 1/y) / 2` for a single eigenvalue, started at `x ≠ 0`. -/
def scalarIter (x : ℝ) : ℕ → ℝ
  | 0 => x
  | k + 1 => (scalarIter x k + (scalarIter x k)⁻¹) / 2
```

The matrix follows the same rule from $H_0=H$. Lean's matrix inverse is zero for a singular matrix; `signIter_eq` below shows that no iterate is singular when $H$ has no zero eigenvalue.

```lean
/-- The matrix iteration `H_(k+1) = (H_k + H_k⁻¹) / 2`, started at an invertible Hermitian `H`. -/
def signIter (H : Matrix n n ℂ) : ℕ → Matrix n n ℂ
  | 0 => H
  | k + 1 => (1 / 2 : ℂ) • (signIter H k + (signIter H k)⁻¹)
```

With $H=U\,\mathrm{diag}(\lambda_i)\,U^\dagger$, a real function acts as $f(H)=U\,\mathrm{diag}(f(\lambda_i))\,U^\dagger$. The argument `hH` is the proof that $H$ is Hermitian, and it supplies $U$ and $\lambda_i$.

```lean
/-- The function `f` of a Hermitian matrix: same eigenvectors, eigenvalues mapped by `f`. -/
def spectralFun (hH : H.IsHermitian) (f : ℝ → ℝ) : Matrix n n ℂ :=
  (hH.eigenvectorUnitary : Matrix n n ℂ) *
    diagonal (fun i => ((f (hH.eigenvalues i) : ℝ) : ℂ)) *
    star (hH.eigenvectorUnitary : Matrix n n ℂ)
```

The choice $f=\operatorname{sign}$ gives the target.

```lean
/-- The sign of a Hermitian matrix: each eigenvalue is replaced by its sign. -/
def signMatrix (hH : H.IsHermitian) : Matrix n n ℂ := spectralFun hH Real.sign
```

## The Cayley ratio is squared at each step

Put $q=r(b)=(b-1)/(b+1)$, so $0\le q<1$. For $1/b\le a\le b$,
$$q-r(a)=\frac{2(b-a)}{(a+1)(b+1)}\ge0,\qquad q+r(a)=\frac{2(ab-1)}{(a+1)(b+1)}\ge0,$$
hence $|r(a)|\le q$. Lean clears the denominators and leaves the two inequalities to `nlinarith`.

```lean
/-- For `b ≥ 1` the Cayley ratio of `b` lies in `[0, 1)` and bounds the modulus of the
Cayley ratio of every `a` in `[1/b, b]`. -/
theorem ratio_bounds {b : ℝ} (hb : 1 ≤ b) :
    0 ≤ ratio b ∧ ratio b < 1 ∧ ∀ a, 1 / b ≤ a → a ≤ b → |ratio a| ≤ ratio b := by
  have hb0 : 0 < b := by linarith
  have hb1 : 0 < b + 1 := by linarith
  refine ⟨div_nonneg (by linarith) hb1.le, ?_, fun a h1 h2 => ?_⟩
  · unfold ratio
    rw [div_lt_one hb1]
    linarith
  · have hab : 1 ≤ a * b := (div_le_iff₀ hb0).1 h1
    have ha : 0 < a := lt_of_lt_of_le (by positivity) h1
    have ha1 : 0 < a + 1 := by linarith
    unfold ratio
    rw [abs_le, ← neg_div, div_le_div_iff₀ hb1 ha1, div_le_div_iff₀ ha1 hb1]
    constructor <;> nlinarith
```

The sign $s$ of $x$ satisfies $s^2=1$ and $s|x|=x$.

```lean
/-- The sign `s` of a nonzero real `x` satisfies `s² = 1` and `s |x| = x`. -/
theorem sign_facts {x : ℝ} (hx : x ≠ 0) :
    Real.sign x ^ 2 = 1 ∧ Real.sign x * |x| = x := by
  rcases lt_or_gt_of_ne hx with h | h
  · rw [Real.sign_of_neg h, abs_of_neg h]
    constructor <;> ring
  · rw [Real.sign_of_pos h, abs_of_pos h]
    constructor <;> ring
```

Therefore $x-s=s(|x|-1)$ and $x+s=s(|x|+1)$, which gives $x-s=r(|x|)(x+s)$. For one step from $y$ to $y'$, $s^2=1$ yields
$$y'-s=\frac{(y-s)^2}{2y},\qquad y'+s=\frac{(y+s)^2}{2y}.$$
If $y-s=d\,(y+s)$, then $y'-s=d^2(y'+s)$. By induction
$$y_k-s=r(|x|)^{2^k}(y_k+s).$$
Also $sy'=(sy+s/y)/2>0$ whenever $sy>0$, so the iterate never changes sign or reaches zero. In the proof `generalize` introduces the letters $d,y,s$, and `linear_combination` checks the identities.

```lean
/-- Started at `x ≠ 0`, the scalar iteration keeps the sign `s` of `x`, and after `k` steps
`y - s` is `y + s` times the `2^k`-th power of the Cayley ratio of `|x|`. -/
theorem scalarIter_cayley {x : ℝ} (hx : x ≠ 0) (k : ℕ) :
    0 < Real.sign x * scalarIter x k ∧
      scalarIter x k - Real.sign x =
        ratio |x| ^ (2 ^ k) * (scalarIter x k + Real.sign x) := by
  obtain ⟨hs, hsx⟩ := sign_facts hx
  have hax : 0 < |x| := abs_pos.2 hx
  induction k with
  | zero =>
    change 0 < Real.sign x * x ∧
      x - Real.sign x = ratio |x| ^ (2 ^ 0) * (x + Real.sign x)
    constructor
    · have h : Real.sign x * x = |x| := by
        linear_combination (-Real.sign x) * hsx + |x| * hs
      rw [h]
      exact hax
    · have h1 : |x| + 1 ≠ 0 := by linarith
      rw [pow_zero, pow_one, ratio, div_mul_eq_mul_div, eq_div_iff h1]
      linear_combination (-2) * hsx
  | succ k ih =>
    obtain ⟨hpos, hc⟩ := ih
    have hy : scalarIter x k ≠ 0 := right_ne_zero_of_mul hpos.ne'
    change 0 < Real.sign x * ((scalarIter x k + (scalarIter x k)⁻¹) / 2) ∧
      (scalarIter x k + (scalarIter x k)⁻¹) / 2 - Real.sign x = ratio |x| ^ (2 ^ (k + 1)) *
        ((scalarIter x k + (scalarIter x k)⁻¹) / 2 + Real.sign x)
    have hp : ratio |x| ^ (2 ^ (k + 1)) = (ratio |x| ^ (2 ^ k)) ^ 2 := by
      rw [← pow_mul, ← pow_succ]
    rw [hp]
    generalize ratio |x| ^ (2 ^ k) = d at hc ⊢
    generalize scalarIter x k = y at hpos hc hy ⊢
    generalize Real.sign x = s at hs hpos hc ⊢
    have hi : y * y⁻¹ = 1 := mul_inv_cancel₀ hy
    constructor
    · have h1 : 0 < s * y * (y⁻¹) ^ 2 := mul_pos hpos (by positivity)
      have h2 : s * y * (y⁻¹) ^ 2 = s * y⁻¹ := by linear_combination s * y⁻¹ * hi
      linarith
    · -- both `y - s` and `y + s` are squared and divided by `2 y`
      have h1 : (y + y⁻¹) / 2 - s = (y - s) ^ 2 / (2 * y) := by
        rw [eq_div_iff (mul_ne_zero two_ne_zero hy)]
        linear_combination hi - hs
      have h2 : (y + y⁻¹) / 2 + s = (y + s) ^ 2 / (2 * y) := by
        rw [eq_div_iff (mul_ne_zero two_ne_zero hy)]
        linear_combination hi - hs
      rw [h1, h2, hc]
      ring
```

## From eigenvalues to matrices

If $f$ vanishes at no eigenvalue, $U^\dagger U=1$ cancels in the middle of the product $f(H)\,(1/f)(H)$, and the diagonal factors multiply to the identity.

```lean
/-- If `f` vanishes at no eigenvalue of a Hermitian matrix `H`, then `f(H)` and `(1/f)(H)` are
inverse. -/
theorem spectralFun_mul_inv (hH : H.IsHermitian) (f : ℝ → ℝ)
    (hf : ∀ i, f (hH.eigenvalues i) ≠ 0) :
    spectralFun hH f * spectralFun hH (fun x => (f x)⁻¹) = 1 := by
  have key : ∀ U S D E : Matrix n n ℂ, S * U = 1 → U * S = 1 → D * E = 1 →
      U * D * S * (U * E * S) = 1 := by
    intro U S D E h1 h2 h3
    calc U * D * S * (U * E * S) = U * (D * (S * U) * E) * S := by
          simp only [Matrix.mul_assoc]
      _ = 1 := by rw [h1, Matrix.mul_one, h3, Matrix.mul_one, h2]
  refine key _ _ _ _ (Matrix.mem_unitaryGroup_iff'.mp hH.eigenvectorUnitary.2)
    (Matrix.mem_unitaryGroup_iff.mp hH.eigenvectorUnitary.2) ?_
  rw [diagonal_mul_diagonal, ← diagonal_one]
  congr 1
  funext i
  rw [← Complex.ofReal_mul, mul_inv_cancel₀ (hf i), Complex.ofReal_one]
```

Unitary factors do not change the spectral norm, and a diagonal matrix has norm at most $c\ge0$ exactly when all its entries have modulus at most $c$. So $\|f(H)-g(H)\|\le c$ means $|f(\lambda_i)-g(\lambda_i)|\le c$ for every $i$.

```lean
/-- Two functions of a Hermitian matrix differ by at most `c ≥ 0` in spectral norm exactly when
they differ by at most `c` at every eigenvalue. -/
theorem norm_sub_le_iff (hH : H.IsHermitian) (f g : ℝ → ℝ) {c : ℝ} (hc : 0 ≤ c) :
    ‖spectralFun hH f - spectralFun hH g‖ ≤ c ↔
      ∀ i, |f (hH.eigenvalues i) - g (hH.eigenvalues i)| ≤ c := by
  have hn : ∀ D : Matrix n n ℂ, ‖(hH.eigenvectorUnitary : Matrix n n ℂ) * D *
      star (hH.eigenvectorUnitary : Matrix n n ℂ)‖ = ‖D‖ := fun D =>
    (CStarRing.norm_mul_coe_unitary _ (star hH.eigenvectorUnitary)).trans
      (CStarRing.norm_coe_unitary_mul hH.eigenvectorUnitary D)
  unfold spectralFun
  rw [← Matrix.sub_mul, ← Matrix.mul_sub, hn, diagonal_sub, Matrix.l2_opNorm_diagonal,
    pi_norm_le_iff_of_nonneg hc]
  simp only [← Complex.ofReal_sub, Complex.norm_real, Real.norm_eq_abs]
```

The spectral theorem gives $H_0=U\,\mathrm{diag}(\lambda_i)\,U^\dagger$. If $H_k$ has the eigenvalues $y_k(\lambda_i)$ in this basis, its inverse has their reciprocals, and the average has $y_{k+1}(\lambda_i)$. Since no $y_k(\lambda_i)$ is zero, every iterate is invertible.

```lean
/-- For a Hermitian matrix without zero eigenvalue every iterate is invertible, and it is
obtained by running the scalar iteration on each eigenvalue. -/
theorem signIter_eq (hH : H.IsHermitian) (h0 : ∀ i, hH.eigenvalues i ≠ 0) (k : ℕ) :
    IsUnit (signIter H k) ∧ signIter H k = spectralFun hH (fun x => scalarIter x k) := by
  have hinv := fun k => spectralFun_mul_inv hH (fun x => scalarIter x k)
    (fun i => right_ne_zero_of_mul (scalarIter_cayley (h0 i) k).1.ne')
  have heq : signIter H k = spectralFun hH (fun x => scalarIter x k) := by
    induction k with
    | zero =>
      have h := hH.spectral_theorem
      rw [Unitary.conjStarAlgAut_apply] at h
      exact h
    | succ k ih =>
      rw [signIter, ih, Matrix.inv_eq_right_inv (hinv k)]
      unfold spectralFun
      rw [← Matrix.add_mul, ← Matrix.mul_add, ← Matrix.smul_mul, ← Matrix.mul_smul]
      congr 2
      ext i j
      by_cases h : i = j
      · subst h
        simp [scalarIter]
        ring
      · simp [h]
  refine ⟨?_, heq⟩
  rw [heq]
  exact (Matrix.isUnit_iff_isUnit_det _).2 (Matrix.isUnit_det_of_right_inverse (hinv k))
```

## The error after $k$ steps

Let $e=|y_k-s|$ for one eigenvalue and $t=q^{2^k}<1$. Since $|y_k+s|\le e+2$, the squared ratio gives $e\le t(e+2)$, so $e\le 2t/(1-t)$. As this holds for every eigenvalue,
$$\|H_k-\operatorname{sign}H\|\le\frac{2q^{2^k}}{1-q^{2^k}}\qquad(k=0,1,2,\dots).$$
The theorem assumes $b\ge1$ (`hb`) and $1/b\le|\lambda_i|\le b$ for all $i$ (`hspec`). For $b=1$ the bound is zero: $H$ already equals its sign.

```lean
/-- If the eigenvalues of a Hermitian matrix have modulus in `[1/b, b]` with `b ≥ 1`, the
`k`-th iterate differs from the matrix sign by at most `2 q^(2^k) / (1 - q^(2^k))` in spectral
norm, where `q = (b - 1) / (b + 1)`. -/
theorem norm_signIter_sub_sign_le (hH : H.IsHermitian) {b : ℝ} (hb : 1 ≤ b)
    (hspec : ∀ i, 1 / b ≤ |hH.eigenvalues i| ∧ |hH.eigenvalues i| ≤ b) (k : ℕ) :
    ‖signIter H k - signMatrix hH‖ ≤
      2 * ratio b ^ (2 ^ k) / (1 - ratio b ^ (2 ^ k)) := by
  obtain ⟨hq0, hq1, hq⟩ := ratio_bounds hb
  have h0 : ∀ i, hH.eigenvalues i ≠ 0 := fun i =>
    abs_pos.1 (lt_of_lt_of_le (by positivity) (hspec i).1)
  have ht0 : 0 ≤ ratio b ^ (2 ^ k) := pow_nonneg hq0 _
  have ht1 : ratio b ^ (2 ^ k) < 1 := pow_lt_one₀ hq0 hq1 (by positivity)
  rw [(signIter_eq hH h0 k).2]
  refine (norm_sub_le_iff hH _ _ (div_nonneg (by linarith) (by linarith))).2 fun i => ?_
  have hc := (scalarIter_cayley (h0 i) k).2
  have hd : |ratio |hH.eigenvalues i| ^ (2 ^ k)| ≤ ratio b ^ (2 ^ k) := by
    rw [abs_pow]
    exact pow_le_pow_left₀ (abs_nonneg _) (hq _ (hspec i).1 (hspec i).2) _
  have hs : |Real.sign (hH.eigenvalues i)| = 1 := by
    have h := (sign_facts (h0 i)).1
    rw [← sq_abs] at h
    nlinarith [abs_nonneg (Real.sign (hH.eigenvalues i))]
  change |scalarIter (hH.eigenvalues i) k - Real.sign (hH.eigenvalues i)| ≤ _
  generalize scalarIter (hH.eigenvalues i) k = y at hc ⊢
  generalize Real.sign (hH.eigenvalues i) = s at hc hs ⊢
  -- the error `e` obeys `e ≤ t (e + 2)` with `t = q^(2^k)`
  have h1 : |y + s| ≤ |y - s| + 2 := by
    have h := abs_add_le (y - s) (2 * s)
    rw [abs_mul, hs, abs_two, show y - s + 2 * s = y + s by ring] at h
    linarith
  have h2 : |y - s| ≤ ratio b ^ (2 ^ k) * (|y - s| + 2) := by
    calc |y - s| = |ratio |hH.eigenvalues i| ^ (2 ^ k)| * |y + s| := by rw [← abs_mul, ← hc]
      _ ≤ _ := mul_le_mul hd h1 (abs_nonneg _) ht0
  rw [le_div_iff₀ (by linarith)]
  linarith
```

Quadratic convergence can also be stated without $b$. After one step $y_{k+1}^2=1+(y_k-1/y_k)^2/4\ge1$, so the next error is $|y_{k+1}-s|^2/(2|y_{k+1}|)\le|y_{k+1}-s|^2/2$. The first step has to be left out: $x=0.1$ has error $0.9$ and moves to $5.05$, with error $4.05$.

```lean
/-- For a Hermitian matrix without zero eigenvalue, from the first iterate on each new error is
at most half the square of the previous one. -/
theorem quadratic_convergence (hH : H.IsHermitian) (h0 : ∀ i, hH.eigenvalues i ≠ 0) (k : ℕ) :
    ‖signIter H (k + 2) - signMatrix hH‖ ≤ ‖signIter H (k + 1) - signMatrix hH‖ ^ 2 / 2 := by
  rw [(signIter_eq hH h0 (k + 2)).2, (signIter_eq hH h0 (k + 1)).2]
  refine (norm_sub_le_iff hH _ _ (by positivity)).2 fun i => ?_
  have hN : |scalarIter (hH.eigenvalues i) (k + 1) - Real.sign (hH.eigenvalues i)| ≤
      ‖spectralFun hH (fun x => scalarIter x (k + 1)) - signMatrix hH‖ :=
    (norm_sub_le_iff hH (fun x => scalarIter x (k + 1)) Real.sign (norm_nonneg _)).1 le_rfl i
  have hw := mul_inv_cancel₀ (right_ne_zero_of_mul (scalarIter_cayley (h0 i) k).1.ne')
  have hy := mul_inv_cancel₀ (right_ne_zero_of_mul (scalarIter_cayley (h0 i) (k + 1)).1.ne')
  have hs := (sign_facts (h0 i)).1
  -- after one step every eigenvalue has modulus at least one
  have hy1 : 1 ≤ |scalarIter (hH.eigenvalues i) (k + 1)| := by
    rw [← one_le_sq_iff_one_le_abs, scalarIter]
    nlinarith [sq_nonneg (scalarIter (hH.eigenvalues i) k - (scalarIter (hH.eigenvalues i) k)⁻¹)]
  change |(scalarIter (hH.eigenvalues i) (k + 1) + (scalarIter (hH.eigenvalues i) (k + 1))⁻¹) / 2
    - Real.sign (hH.eigenvalues i)| ≤ _
  generalize scalarIter (hH.eigenvalues i) (k + 1) = y at hN hy hy1 ⊢
  generalize Real.sign (hH.eigenvalues i) = s at hN hs ⊢
  have he : ((y + y⁻¹) / 2 - s) * (2 * y) = (y - s) ^ 2 := by linear_combination hy - hs
  have ha : |(y + y⁻¹) / 2 - s| * (2 * |y|) = |y - s| ^ 2 := by
    calc |(y + y⁻¹) / 2 - s| * (2 * |y|) = |((y + y⁻¹) / 2 - s) * (2 * y)| := by
          rw [abs_mul, abs_mul, abs_two]
      _ = |y - s| ^ 2 := by rw [he, abs_pow]
  have hsq := pow_le_pow_left₀ (abs_nonneg (y - s)) hN 2
  nlinarith [mul_nonneg (abs_nonneg ((y + y⁻¹) / 2 - s)) (sub_nonneg.2 hy1)]
```

If $b$ itself is an eigenvalue, it has $s=1$ and $y_k-1=t(y_k+1)$, so its error is exactly $2t/(1-t)$ and the bound is attained. The $1\times1$ matrix $H=(b)$ shows this at $k=0$, where both sides equal $b-1$.

```lean
/-- If the eigenvalues of a Hermitian matrix have modulus in `[1/b, b]` with `b ≥ 1` and `b` is
itself an eigenvalue, the spectral-norm distance of the `k`-th iterate from the matrix sign equals
`2 q^(2^k) / (1 - q^(2^k))` for every `k`, where `q = (b - 1) / (b + 1)`. -/
theorem error_bound_sharp (hH : H.IsHermitian) {b : ℝ} (hb : 1 ≤ b)
    (hspec : ∀ i, 1 / b ≤ |hH.eigenvalues i| ∧ |hH.eigenvalues i| ≤ b)
    {i : n} (hi : hH.eigenvalues i = b) (k : ℕ) :
    ‖signIter H k - signMatrix hH‖ =
      2 * ratio b ^ (2 ^ k) / (1 - ratio b ^ (2 ^ k)) := by
  refine le_antisymm (norm_signIter_sub_sign_le hH hb hspec k) ?_
  have hb0 : 0 < b := by linarith
  obtain ⟨hq0, hq1, -⟩ := ratio_bounds hb
  have ht1 : ratio b ^ (2 ^ k) < 1 := pow_lt_one₀ hq0 hq1 (by positivity)
  have h0 : ∀ i, hH.eigenvalues i ≠ 0 := fun i =>
    abs_pos.1 (lt_of_lt_of_le (by positivity) (hspec i).1)
  rw [(signIter_eq hH h0 k).2]
  have hN : |scalarIter (hH.eigenvalues i) k - Real.sign (hH.eigenvalues i)| ≤
      ‖spectralFun hH (fun x => scalarIter x k) - signMatrix hH‖ :=
    (norm_sub_le_iff hH (fun x => scalarIter x k) Real.sign (norm_nonneg _)).1 le_rfl i
  have hc := (scalarIter_cayley hb0.ne' k).2
  rw [hi, Real.sign_of_pos hb0] at hN
  rw [Real.sign_of_pos hb0, abs_of_pos hb0] at hc
  refine le_trans (le_of_eq ?_) ((le_abs_self _).trans hN)
  rw [div_eq_iff (sub_pos.2 ht1).ne']
  linear_combination (-1) * hc
```

## A step count logarithmic in $b$

The error is at most $\varepsilon>0$ once $t\le\varepsilon/(\varepsilon+2)=(1+2/\varepsilon)^{-1}$. From $q=1-\frac{2}{b+1}\le e^{-2/(b+1)}$ follows $t\le\exp\!\big(-2^k\tfrac{2}{b+1}\big)$, so it suffices that
$$k\ge\log_2\!\Big(\frac{b+1}{2}\,\ln\!\big(1+\tfrac{2}{\varepsilon}\big)\Big).$$
This is hypothesis `hk`, with `Real.log` the natural logarithm. Doubling $b$ raises the threshold by less than one step.

```lean
/-- If the eigenvalues of a Hermitian matrix have modulus in `[1/b, b]` with `b ≥ 1`, and `ε > 0`,
then after any number of steps `k ≥ log₂ ((b + 1)/2 · log (1 + 2/ε))` the iterate differs from the
matrix sign by at most `ε` in spectral norm. -/
theorem sufficient_steps (hH : H.IsHermitian) {b ε : ℝ} (hb : 1 ≤ b) (hε : 0 < ε)
    (hspec : ∀ i, 1 / b ≤ |hH.eigenvalues i| ∧ |hH.eigenvalues i| ≤ b) {k : ℕ}
    (hk : Real.logb 2 ((b + 1) / 2 * Real.log (1 + 2 / ε)) ≤ k) :
    ‖signIter H k - signMatrix hH‖ ≤ ε := by
  refine (norm_signIter_sub_sign_le hH hb hspec k).trans ?_
  obtain ⟨hq0, hq1, -⟩ := ratio_bounds hb
  have hb1 : 0 < b + 1 := by linarith
  have ht1 : ratio b ^ (2 ^ k) < 1 := pow_lt_one₀ hq0 hq1 (by positivity)
  have hA : 1 < 1 + 2 / ε := lt_add_of_pos_right 1 (by positivity)
  have hL : 0 < Real.log (1 + 2 / ε) := Real.log_pos hA
  rw [Real.logb_le_iff_le_rpow (by norm_num) (by positivity), Real.rpow_natCast] at hk
  -- `q ≤ exp (-2/(b+1))` turns the power into an exponential
  have hqe : ratio b ≤ Real.exp (-(2 / (b + 1))) := by
    have h : ratio b = -(2 / (b + 1)) + 1 := by
      unfold ratio
      field_simp
      ring
    rw [h]
    exact Real.add_one_le_exp _
  have hexp : Real.log (1 + 2 / ε) ≤ 2 ^ k * (2 / (b + 1)) := by
    rw [← mul_div_assoc, le_div_iff₀ hb1]
    linarith
  have ht : ratio b ^ (2 ^ k) ≤ (1 + 2 / ε)⁻¹ := by
    calc ratio b ^ (2 ^ k) ≤ Real.exp (-(2 / (b + 1))) ^ (2 ^ k) := pow_le_pow_left₀ hq0 hqe _
      _ = Real.exp (2 ^ k * -(2 / (b + 1))) := by
          rw [← Real.exp_nat_mul]
          push_cast
          rfl
      _ ≤ Real.exp (-Real.log (1 + 2 / ε)) := Real.exp_le_exp.2 (by linarith)
      _ = (1 + 2 / ε)⁻¹ := by rw [Real.exp_neg, Real.exp_log (by linarith)]
  have hinv : (1 + 2 / ε)⁻¹ = ε / (ε + 2) := by field_simp
  rw [hinv, le_div_iff₀ (by linarith)] at ht
  rw [div_le_iff₀ (by linarith)]
  linarith

end

end X2CSignIteration
```

```lean
#print axioms X2CSignIteration.quadratic_convergence
-- 'X2CSignIteration.quadratic_convergence' depends on axioms: [propext, Classical.choice, Quot.sound]
#print axioms X2CSignIteration.error_bound_sharp
-- 'X2CSignIteration.error_bound_sharp' depends on axioms: [propext, Classical.choice, Quot.sound]
#print axioms X2CSignIteration.sufficient_steps
-- 'X2CSignIteration.sufficient_steps' depends on axioms: [propext, Classical.choice, Quot.sound]
```

## The step in an X2C calculation

Each step costs one inversion and one addition of matrices of the full four-component dimension. For $M/m=10^4$, that is $b=100$, and $\varepsilon=10^{-10}$, the threshold is about $10.2$, so eleven steps suffice if the inverses are exact; rounding is left out of the model.

The converged sign gives the projector $P=(1+\operatorname{sign}H)/2$. Write $L$ and $S$ for the large- and small-component blocks. When the electronic subspace consists of the vectors $(v,Xv)$, the decoupling matrix is $X=P_{SL}P_{LL}^{-1}$. This last conversion is ordinary block algebra added here; the theorems end at the sign matrix.
